# Mutual charging energy separates the electron and hole triple points of a double dot

Two small quantum dots sit side by side, each with a gate that tunes its charge. An electron on one dot repels an electron on the other. As the gate voltages are swept, the lowest-energy occupation changes, and at isolated settings three occupations have equal energy. Count electrons from a reference filling, written $(0,0)$. Between it and $(1,1)$ there are two such triple points: the electron triple point, where $(0,0)$, $(1,0)$ and $(0,1)$ meet, and the hole triple point, where $(1,1)$, $(1,0)$ and $(0,1)$ meet. How far apart are they, and what does the distance say about the repulsion?

## Charging energy and the claim

Let $n=(n_1,n_2)$ be the integer occupations, counted from a reference filling, and let $g=(g_1,g_2)$ be the real charges that the gates favour, in units of the electron charge. The charging energy is

$$U(n)=\tfrac12E_1(n_1-g_1)^2+\tfrac12E_2(n_2-g_2)^2+E_m(n_1-g_1)(n_2-g_2),$$

where $E_1$ and $E_2$ are the charging energies of the dots and $E_m$ is their mutual charging energy. With tunnelling neglected, states of definite occupation are energy eigenstates, and $U$ is their electrostatic energy.

Assume $0<E_m<\min(E_1,E_2)$. In a capacitance model this means that the dots are coupled, and that each also has some capacitance to its gates, leads or ground. Then:

- $(0,0)$, $(1,0)$ and $(0,1)$ are degenerate at exactly one gate point $g$. They are the only ground states there, and $(1,1)$ lies $E_m$ higher.
- $(1,1)$, $(0,1)$ and $(1,0)$ are degenerate exactly at $(1,1)-g$.
- The displacement from $g$ to this partner is
$$\frac{\bigl(E_m(E_2-E_m),\;E_m(E_1-E_m)\bigr)}{E_1E_2-E_m^2}.$$

In this classical model without tunnelling or level spacing, the splitting of the triple points in a charge stability diagram, once its axes are converted from gate voltages to the gate charges $g_1$ and $g_2$, therefore measures the mutual charging energy relative to $E_1$ and $E_2$.

## From two linear equations to the separation

Setting $U(1,0)=U(0,0)$ and $U(0,1)=U(0,0)$ cancels the terms quadratic in $g$ and leaves

$$E_1g_1+E_mg_2=\tfrac12E_1,\qquad E_mg_1+E_2g_2=\tfrac12E_2.$$

The determinant is $D=E_1E_2-E_m^2$. It is positive, because

$$D=(E_1-E_m)(E_2-E_m)+E_m(E_1-E_m)+E_m(E_2-E_m).$$

Cramer's rule gives the single solution

$$g_1=\frac{E_2(E_1-E_m)}{2D},\qquad g_2=\frac{E_1(E_2-E_m)}{2D}.$$

For the other occupations, expand the energy difference at general $g$:

$$U(n)-U(0,0)=\tfrac12E_1n_1^2+\tfrac12E_2n_2^2+E_mn_1n_2-n_1(E_1g_1+E_mg_2)-n_2(E_mg_1+E_2g_2).$$

At the triple point the brackets equal $E_1/2$ and $E_2/2$, so

$$U(n)-U(0,0)=\tfrac12E_1n_1(n_1-1)+\tfrac12E_2n_2(n_2-1)+E_mn_1n_2.$$

Let $N=n_1+n_2$. Since $2n_1n_2=N(N-1)-n_1(n_1-1)-n_2(n_2-1)$, this becomes

$$U(n)-U(0,0)=\tfrac12\bigl[(E_1-E_m)n_1(n_1-1)+(E_2-E_m)n_2(n_2-1)+E_mN(N-1)\bigr].$$

For an integer $k$, the product $k(k-1)$ is nonnegative and vanishes only at $k=0$ and $k=1$. All three coefficients are positive, so a ground state needs $n_1$, $n_2$ and $N$ all in $\{0,1\}$. This leaves $(0,0)$, $(1,0)$ and $(0,1)$. For $(1,1)$ only the last term survives, with $N=2$, and it equals $E_m$.

Replacing $n$ by $(1,1)-n$ and $g$ by $(1,1)-g$ reverses the sign of both $n_1-g_1$ and $n_2-g_2$, which leaves $U$ unchanged. The exchange turns $(0,0)$ into $(1,1)$ and swaps $(1,0)$ with $(0,1)$, so the second triple point is $(1,1)-g$. The first component of the displacement is

$$1-2g_1=\frac{E_1E_2-E_m^2-E_2(E_1-E_m)}{D}=\frac{E_m(E_2-E_m)}{D},$$

and the second follows by exchanging the labels 1 and 2.

## Energies, degeneracies and ground states in Lean

```lean
import Mathlib

namespace DoubleDotStability

noncomputable section
```

The energy is a function of three real parameters, a real pair `g` and an integer pair `n`. The components `n.1` and `n.2` are $n_1$ and $n_2$, and `(n.1 : ℝ)` reads an integer as a real number.

```lean
/-- Charging energy of two coupled dots with integer occupations `n` and
dimensionless gate charges `g`. -/
def chargingEnergy (E1 E2 Em : ℝ) (g : ℝ × ℝ) (n : ℤ × ℤ) : ℝ :=
  E1 * ((n.1 : ℝ) - g.1) ^ 2 / 2 + E2 * ((n.2 : ℝ) - g.2) ^ 2 / 2
    + Em * ((n.1 : ℝ) - g.1) * ((n.2 : ℝ) - g.2)
```

Each triple point is defined by two equalities of energy, with no reference to coordinates. The first set of equalities compares two states with $(0,0)$.

```lean
/-- The charge states (0,0), (1,0) and (0,1) have equal energy at gate point `g`. -/
def ElectronTriple (E1 E2 Em : ℝ) (g : ℝ × ℝ) : Prop :=
  chargingEnergy E1 E2 Em g (1, 0) = chargingEnergy E1 E2 Em g (0, 0) ∧
  chargingEnergy E1 E2 Em g (0, 1) = chargingEnergy E1 E2 Em g (0, 0)
```

The second compares two states with $(1,1)$.

```lean
/-- The charge states (1,1), (0,1) and (1,0) have equal energy at gate point `g`. -/
def HoleTriple (E1 E2 Em : ℝ) (g : ℝ × ℝ) : Prop :=
  chargingEnergy E1 E2 Em g (0, 1) = chargingEnergy E1 E2 Em g (1, 1) ∧
  chargingEnergy E1 E2 Em g (1, 0) = chargingEnergy E1 E2 Em g (1, 1)
```

A ground state is an occupation whose energy is no higher than that of any other integer pair, negative integers included. Several occupations can satisfy this at once.

```lean
/-- The occupation `n` has the lowest charging energy among all integer occupations. -/
def IsGroundState (E1 E2 Em : ℝ) (g : ℝ × ℝ) (n : ℤ × ℤ) : Prop :=
  ∀ m : ℤ × ℤ, chargingEnergy E1 E2 Em g n ≤ chargingEnergy E1 E2 Em g m
```

The coordinates found by Cramer's rule get a name of their own. That they locate the triple point is a theorem, proved below.

```lean
/-- A gate point given in terms of the charging energies, for `E1 * E2 ≠ Em ^ 2`. -/
def electronPoint (E1 E2 Em : ℝ) : ℝ × ℝ :=
  (E2 * (E1 - Em) / (2 * (E1 * E2 - Em ^ 2)), E1 * (E2 - Em) / (2 * (E1 * E2 - Em ^ 2)))
```

## Symmetry and the unique degeneracy point

The electron-hole exchange holds for all real parameters. After the definition is unfolded, `ring` checks the identity.

```lean
variable {E1 E2 Em : ℝ}

/-- Electron-hole symmetry: replacing `n` by (1,1) - `n` and `g` by (1,1) - `g`
leaves the charging energy unchanged. -/
theorem electron_hole_symmetry (E1 E2 Em : ℝ) (g : ℝ × ℝ) (n : ℤ × ℤ) :
    chargingEnergy E1 E2 Em (1 - g.1, 1 - g.2) (1 - n.1, 1 - n.2)
      = chargingEnergy E1 E2 Em g n := by
  simp only [chargingEnergy, Int.cast_sub, Int.cast_one]
  ring
```

The next theorem needs only a nonzero determinant. In the forward direction, `h1` and `h2` are the two degeneracy conditions, and the multipliers given to `linear_combination` are those that eliminate one gate coordinate. In the reverse direction, `k1` and `k2` recover the two linear equations from the coordinates, and these give back the equalities of energy.

```lean
/-- If `E1 * E2 ≠ Em ^ 2`, the states (0,0), (1,0), (0,1) are degenerate at
`electronPoint` and at no other gate point. -/
theorem electronTriple_iff (hD : E1 * E2 - Em ^ 2 ≠ 0) (g : ℝ × ℝ) :
    ElectronTriple E1 E2 Em g ↔ g = electronPoint E1 E2 Em := by
  have h2D : 2 * (E1 * E2 - Em ^ 2) ≠ 0 := mul_ne_zero two_ne_zero hD
  constructor
  · rintro ⟨h1, h2⟩
    simp only [chargingEnergy, Int.cast_one, Int.cast_zero] at h1 h2
    -- Cramer's rule for the two linear degeneracy conditions
    have a : g.1 = E2 * (E1 - Em) / (2 * (E1 * E2 - Em ^ 2)) := by
      rw [eq_div_iff h2D]
      linear_combination (-2 * E2) * h1 + 2 * Em * h2
    have b : g.2 = E1 * (E2 - Em) / (2 * (E1 * E2 - Em ^ 2)) := by
      rw [eq_div_iff h2D]
      linear_combination (-2 * E1) * h2 + 2 * Em * h1
    exact Prod.ext a b
  · intro h
    have a : g.1 * (2 * (E1 * E2 - Em ^ 2)) = E2 * (E1 - Em) := by
      rw [h]; exact div_mul_cancel₀ _ h2D
    have b : g.2 * (2 * (E1 * E2 - Em ^ 2)) = E1 * (E2 - Em) := by
      rw [h]; exact div_mul_cancel₀ _ h2D
    have k1 : E1 * g.1 + Em * g.2 = E1 / 2 := by
      apply mul_right_cancel₀ h2D
      linear_combination E1 * a + Em * b
    have k2 : Em * g.1 + E2 * g.2 = E2 / 2 := by
      apply mul_right_cancel₀ h2D
      linear_combination Em * a + E2 * b
    simp only [ElectronTriple, chargingEnergy, Int.cast_one, Int.cast_zero]
    exact ⟨by linear_combination -k1, by linear_combination -k2⟩
```

## Excitation energies and the complete list of ground states

The excitation formula assumes the degeneracy `hg` but no inequality between the parameters. Adding $n_1$ times the first condition to $n_2$ times the second removes $g$, just as substituting for the two brackets did in the derivation.

```lean
/-- Where (0,0), (1,0), (0,1) are degenerate, the energy of any charge state above them
is a sum of one term for each dot and one for the total charge. -/
theorem excitation_energy {g : ℝ × ℝ} (hg : ElectronTriple E1 E2 Em g) (n : ℤ × ℤ) :
    chargingEnergy E1 E2 Em g n - chargingEnergy E1 E2 Em g (0, 0)
      = (E1 - Em) * ((n.1 : ℝ) * ((n.1 : ℝ) - 1)) / 2
        + (E2 - Em) * ((n.2 : ℝ) * ((n.2 : ℝ) - 1)) / 2
        + Em * (((n.1 : ℝ) + n.2) * ((n.1 : ℝ) + n.2 - 1)) / 2 := by
  obtain ⟨h1, h2⟩ := hg
  simp only [chargingEnergy, Int.cast_one, Int.cast_zero] at h1 h2 ⊢
  linear_combination (n.1 : ℝ) * h1 + (n.2 : ℝ) * h2
```

The integer inequality is proved by cases: for $k\le0$ both factors are nonpositive, and for $k\geq1$ both are nonnegative.

```lean
/-- For an integer charge `k`, the product `k (k - 1)` is never negative. -/
theorem charge_product_nonneg (k : ℤ) : 0 ≤ (k : ℝ) * ((k : ℝ) - 1) := by
  have h : 0 ≤ k * (k - 1) := by
    rcases le_or_gt k 0 with h | h
    · nlinarith [mul_nonneg (neg_nonneg.2 h) (by omega : 0 ≤ 1 - k)]
    · exact mul_nonneg (by omega) (by omega)
  exact_mod_cast h
```

In the ground-state theorem, `q1`, `q2` and `q3` say that the three contributions are nonnegative. If `n` is a ground state, comparison with $(0,0)$ makes their sum at most zero, so each vanishes; these are `z1`, `z2` and `z3`. Dividing out the positive coefficients puts $n_1$, $n_2$ and $N$ in $\{0,1\}$, and `omega` finds the three remaining pairs. Conversely, each of the three states has the energy of $(0,0)$, and no excitation energy is negative.

```lean
/-- For `0 < Em < min(E1, E2)`, wherever (0,0), (1,0), (0,1) are degenerate they are
exactly the ground states among all integer occupations. -/
theorem ground_states_iff (h0 : 0 < Em) (h1 : Em < E1) (h2 : Em < E2) {g : ℝ × ℝ}
    (hg : ElectronTriple E1 E2 Em g) (n : ℤ × ℤ) :
    IsGroundState E1 E2 Em g n ↔ n = (0, 0) ∨ n = (1, 0) ∨ n = (0, 1) := by
  -- the three contributions to the excitation energy are nonnegative
  have q1 (m : ℤ × ℤ) := mul_nonneg (sub_pos.2 h1).le (charge_product_nonneg m.1)
  have q2 (m : ℤ × ℤ) := mul_nonneg (sub_pos.2 h2).le (charge_product_nonneg m.2)
  have q3 (m : ℤ × ℤ) : 0 ≤ Em * (((m.1 : ℝ) + m.2) * ((m.1 : ℝ) + m.2 - 1)) := by
    have h := charge_product_nonneg (m.1 + m.2)
    rw [Int.cast_add] at h
    exact mul_nonneg h0.le h
  constructor
  · intro hn
    have h := hn (0, 0)
    have e := excitation_energy hg n
    have a1 := q1 n
    have a2 := q2 n
    have a3 := q3 n
    -- in a ground state each contribution vanishes
    have z1 : (E1 - Em) * ((n.1 : ℝ) * ((n.1 : ℝ) - 1)) = 0 := by linarith
    have z2 : (E2 - Em) * ((n.2 : ℝ) * ((n.2 : ℝ) - 1)) = 0 := by linarith
    have z3 : Em * (((n.1 : ℝ) + n.2) * ((n.1 : ℝ) + n.2 - 1)) = 0 := by linarith
    have zero_or_one (k : ℤ) (hk : (k : ℝ) * ((k : ℝ) - 1) = 0) : k = 0 ∨ k = 1 := by
      rcases mul_eq_zero.1 hk with h | h
      · left; exact_mod_cast h
      · right; exact_mod_cast sub_eq_zero.1 h
    have t1 := zero_or_one n.1 ((mul_eq_zero.1 z1).resolve_left (sub_pos.2 h1).ne')
    have t2 := zero_or_one n.2 ((mul_eq_zero.1 z2).resolve_left (sub_pos.2 h2).ne')
    have t3 := zero_or_one (n.1 + n.2) (by
      rw [Int.cast_add]; exact (mul_eq_zero.1 z3).resolve_left h0.ne')
    simp only [Prod.ext_iff]
    omega
  · intro hn m
    have hE : chargingEnergy E1 E2 Em g n = chargingEnergy E1 E2 Em g (0, 0) := by
      rcases hn with h | h | h
      · rw [h]
      · rw [h]; exact hg.1
      · rw [h]; exact hg.2
    linarith [excitation_energy hg m, q1 m, q2 m, q3 m]
```

## The partner point and its displacement

The statement `key` translates degeneracy of the hole triple at `g` into degeneracy of the electron triple at $(1,1)-g$, using the symmetry once for each state. The uniqueness theorem then fixes the point.

```lean
/-- If `E1 * E2 ≠ Em ^ 2`, the states (1,1), (0,1), (1,0) are degenerate exactly at the
electron-hole partner (1,1) - `electronPoint`. -/
theorem holeTriple_iff (hD : E1 * E2 - Em ^ 2 ≠ 0) (g : ℝ × ℝ) :
    HoleTriple E1 E2 Em g ↔
      g = (1 - (electronPoint E1 E2 Em).1, 1 - (electronPoint E1 E2 Em).2) := by
  have key : HoleTriple E1 E2 Em g ↔ ElectronTriple E1 E2 Em (1 - g.1, 1 - g.2) := by
    have s11 : chargingEnergy E1 E2 Em (1 - g.1, 1 - g.2) (0, 0)
      = chargingEnergy E1 E2 Em g (1, 1) := electron_hole_symmetry E1 E2 Em g (1, 1)
    have s01 : chargingEnergy E1 E2 Em (1 - g.1, 1 - g.2) (1, 0)
      = chargingEnergy E1 E2 Em g (0, 1) := electron_hole_symmetry E1 E2 Em g (0, 1)
    have s10 : chargingEnergy E1 E2 Em (1 - g.1, 1 - g.2) (0, 1)
      = chargingEnergy E1 E2 Em g (1, 0) := electron_hole_symmetry E1 E2 Em g (1, 0)
    unfold HoleTriple ElectronTriple
    rw [s11, s01, s10]
  rw [key, electronTriple_iff hD]
  constructor
  · intro h
    have a : 1 - g.1 = (electronPoint E1 E2 Em).1 := congrArg Prod.fst h
    have b : 1 - g.2 = (electronPoint E1 E2 Em).2 := congrArg Prod.snd h
    exact Prod.ext (show g.1 = 1 - (electronPoint E1 E2 Em).1 by linarith)
      (show g.2 = 1 - (electronPoint E1 E2 Em).2 by linarith)
  · intro h
    have a : g.1 = 1 - (electronPoint E1 E2 Em).1 := congrArg Prod.fst h
    have b : g.2 = 1 - (electronPoint E1 E2 Em).2 := congrArg Prod.snd h
    exact Prod.ext (show 1 - g.1 = (electronPoint E1 E2 Em).1 by linarith)
      (show 1 - g.2 = (electronPoint E1 E2 Em).2 by linarith)
```

The displacement is partner minus original, so its components appear as $1-g_1-g_1$ and $1-g_2-g_2$. The proof clears the denominators and uses the coordinates of `electronPoint`.

```lean
/-- If `E1 * E2 ≠ Em ^ 2`, these are the two components of the displacement from
`electronPoint` to its electron-hole partner. -/
theorem triple_point_separation (hD : E1 * E2 - Em ^ 2 ≠ 0) :
    1 - (electronPoint E1 E2 Em).1 - (electronPoint E1 E2 Em).1
        = Em * (E2 - Em) / (E1 * E2 - Em ^ 2) ∧
    1 - (electronPoint E1 E2 Em).2 - (electronPoint E1 E2 Em).2
        = Em * (E1 - Em) / (E1 * E2 - Em ^ 2) := by
  have h2D : 2 * (E1 * E2 - Em ^ 2) ≠ 0 := mul_ne_zero two_ne_zero hD
  have a : (electronPoint E1 E2 Em).1 * (2 * (E1 * E2 - Em ^ 2)) = E2 * (E1 - Em) :=
    div_mul_cancel₀ _ h2D
  have b : (electronPoint E1 E2 Em).2 * (2 * (E1 * E2 - Em ^ 2)) = E1 * (E2 - Em) :=
    div_mul_cancel₀ _ h2D
  rw [eq_div_iff hD, eq_div_iff hD]
  exact ⟨by linear_combination -a, by linear_combination -b⟩
```

## The combined theorem and the limit on the coupling

The main theorem collects the results under `0 < Em`, `Em < E1` and `Em < E2`. Its first clause says that a gate point `g'` has the electron degeneracy if and only if it equals `g`, which gives existence and uniqueness together. The remaining clauses state the ground states at `g`, the height of $(1,1)$, the location of the hole triple point and the displacement. At the partner point the theorem states the degeneracy alone; that the three states are also lowest there follows by hand from the symmetry.

The proof first shows that the determinant is positive, using the three products in the decomposition of $D$. It then supplies `electronPoint` as the witness, and evaluates the excitation formula at $(1,1)$.

```lean
/-- For `0 < Em < min(E1, E2)` there is exactly one gate point `g` where (0,0), (1,0), (0,1)
are degenerate. They are the only ground states there, (1,1) lies `Em` higher, and the
triple point of (1,1), (0,1), (1,0) is (1,1) - `g`, displaced from `g` as stated. -/
theorem double_dot_triple_points (h0 : 0 < Em) (h1 : Em < E1) (h2 : Em < E2) :
    ∃ g : ℝ × ℝ, (∀ g', ElectronTriple E1 E2 Em g' ↔ g' = g) ∧
      (∀ n, IsGroundState E1 E2 Em g n ↔ n = (0, 0) ∨ n = (1, 0) ∨ n = (0, 1)) ∧
      chargingEnergy E1 E2 Em g (1, 1) = chargingEnergy E1 E2 Em g (0, 0) + Em ∧
      (∀ g', HoleTriple E1 E2 Em g' ↔ g' = (1 - g.1, 1 - g.2)) ∧
      1 - g.1 - g.1 = Em * (E2 - Em) / (E1 * E2 - Em ^ 2) ∧
      1 - g.2 - g.2 = Em * (E1 - Em) / (E1 * E2 - Em ^ 2) := by
  have hD : E1 * E2 - Em ^ 2 ≠ 0 := by
    have : 0 < E1 * E2 - Em ^ 2 := by
      nlinarith [mul_pos (sub_pos.2 h1) (sub_pos.2 h2), mul_pos h0 (sub_pos.2 h1),
        mul_pos h0 (sub_pos.2 h2)]
    exact this.ne'
  have hg := (electronTriple_iff hD (electronPoint E1 E2 Em)).2 rfl
  refine ⟨electronPoint E1 E2 Em, electronTriple_iff hD, ground_states_iff h0 h1 h2 hg, ?_,
    holeTriple_iff hD, triple_point_separation hD⟩
  have e := excitation_energy hg (1, 1)
  simp only [Int.cast_one] at e
  linarith
```

The last theorem tests the upper bound on the coupling. For $(1,-1)$ we have $n_1(n_1-1)=0$, $n_2(n_2-1)=2$ and $N=0$, so its excitation energy at an electron triple point is $E_2-E_m$. If $E_m>E_2$ this is negative: moving an electron from dot 2 to dot 1 lowers the energy, and the three degenerate states are no longer ground states. They can therefore be ground states only if $E_m\le E_2$. A capacitance model with nonnegative capacitances always satisfies this bound, so the case $E_m>E_2$ tests the hypothesis and does not describe an ordinary double dot.

```lean
/-- If the coupling exceeds `E2`, then wherever (0,0), (1,0), (0,1) are degenerate the
charge state (1,-1) lies below them. -/
theorem strong_coupling_instability {g : ℝ × ℝ} (hg : ElectronTriple E1 E2 Em g)
    (h : E2 < Em) :
    chargingEnergy E1 E2 Em g (1, -1) < chargingEnergy E1 E2 Em g (0, 0) := by
  have e := excitation_energy hg (1, -1)
  simp only [Int.cast_neg, Int.cast_one] at e
  linarith

end

end DoubleDotStability
```

```lean
#print axioms DoubleDotStability.double_dot_triple_points
#print axioms DoubleDotStability.strong_coupling_instability
```

```
'DoubleDotStability.double_dot_triple_points' depends on axioms: [propext, Classical.choice, Quot.sound]
'DoubleDotStability.strong_coupling_instability' depends on axioms: [propext, Classical.choice, Quot.sound]
```

The model is purely electrostatic, with constant charging energies. Tunnelling between the dots, which would mix $(1,0)$ with $(0,1)$ and lift their degeneracy, is absent, as are orbital level spacings, spin, temperature and bias. The separation is expressed in gate charges; converting it to gate voltages requires the gate capacitances, including the cross-capacitance of each gate to the other dot.
